# Bounds and limits of the swing for a finite sum of rising exponential currents

## Two channels in parallel

Take a device whose current at control voltage V is the sum of two exponentials, labelled 0 and 1,

I(V) = a₀ exp(V/E₀) + a₁ exp(V/E₁),

with positive prefactors a₀, a₁ and voltage scales 0 < E₀ < E₁. The swing is the inverse local slope of log₁₀ I, the voltage per decade of current:

S(V) = ln 10 · I(V) / I′(V).

Either channel alone has the constant swing ln 10 · Eᵢ. Together they compete. Measure voltage in units of E₀, set E₁ = 2 and a₀ = a₁ = 1, and write x = exp(V/2). Then I = x² + x and I′ = x² + x/2, so

S / ln 10 = (x + 1)/(x + 1/2) = 1 + 1/(2x + 1).

At V = 0, x = 1 and the ratio is 4/3. At V = −2 ln 10, x = 1/10 and it is 11/6 ≈ 1.83. At V = −4 ln 10 it is 101/51 ≈ 1.98, and at V = +2 ln 10 it is 22/21 ≈ 1.05. The ratio stays between 1 and 2, falls as V grows, and approaches 2 on the negative side, where the steep channel x² has died out faster than the shallow channel x.

## Thermal and band-tail channels

The general model has a finite, nonempty set of channels i, each with aᵢ > 0 and Eᵢ > 0:

I(V) = Σᵢ aᵢ exp(V/Eᵢ).

The exponential form is postulated, not derived from a Hamiltonian. For a thermal channel, Eᵢ stands for the thermal voltage kT/q (k Boltzmann's constant, T the temperature, q the elementary charge), possibly multiplied by a factor for imperfect gate coupling. For a band-tail channel it stands for the energy scale, divided by q, on which the density of states decays into the gap, again multiplied by such a factor if the gate coupling is imperfect. The prefactor aᵢ is the current of channel i extrapolated to V = 0. Positive aᵢ means that all channels carry current in the same direction, and positive Eᵢ fixes the sign of V: the device turns on as V increases, and V → −∞ is the deep off state.

In a tunnelling transistor the band edge is meant to cut off the thermal tail of the injected carriers; within this model of finitely many independent channels with voltage-independent aᵢ and Eᵢ, the steepest channel sets a floor for the swing and the shallowest one sets its value far into the off state.

## What the theorems assert

`Channels ι` bundles the functions `a` and `E` on a finite index type `ι` with the positivity conditions `a_pos` and `E_pos`; the example above is ι = Fin 2. All quantities are plain real numbers, with V and Eᵢ in one common unit. `current` is I, and `conductance` is the sum that turns out to be I′(V), called the transconductance when V is a gate voltage:

G(V) = Σᵢ (aᵢ/Eᵢ) exp(V/Eᵢ).

`Emin` and `Emax` are the smallest and largest Eᵢ, defined once `Nonempty ι` is assumed. `swing I V` is `log 10 * I V / deriv I V` for an arbitrary function I, with `log` the natural logarithm. Lean's derivative of a non-differentiable function and its division by zero both return 0, but neither convention is reached for `current`, which is differentiable with G > 0. With S the swing of `current`, the results are:

- `hasDerivAt_log10_current`: d log₁₀ I / dV = 1/S(V) at every V.
- `swing_bounds`: ln 10 · Emin ≤ S(V) ≤ ln 10 · Emax at every V.
- `swing_eq_max_iff`: at a given V, S(V) = ln 10 · Emax exactly when every Eᵢ equals Emax.
- `swing_antitone`: V ≤ W implies S(W) ≤ S(V).
- `swing_limits`: S → ln 10 · Emax as V → −∞ and S → ln 10 · Emin as V → +∞.

With a single channel Emin = Emax, and the bounds pin S to that constant times ln 10. Monotonicity is stated in the weak sense only, equality is characterised for the upper bound only, and the limits come without a rate. The model contains no saturation of the on-current, no constant leakage floor, no branch that rises again at negative V, and no tunnelling current of non-exponential form, so the two limits describe the formula and apply to a device only as far as the exponentials do.

## The swing as a conductance-weighted mean

Termwise differentiation gives I′ = G, and both I and G are sums of positive terms. The chain rule gives d log₁₀ I / dV = G/(ln 10 · I) = 1/S.

Let gᵢ = (aᵢ/Eᵢ) exp(V/Eᵢ) > 0 be the conductance of channel i. Its current is gᵢEᵢ, so I/G = Σᵢ gᵢEᵢ / Σᵢ gᵢ is a mean of the Eᵢ with positive weights. Without the division, for any real e,

I − eG = Σᵢ gᵢ (Eᵢ − e).

For e = Emin every term is nonnegative, so I ≥ Emin · G. For e = Emax every term is nonpositive, so I ≤ Emax · G. Dividing by G and multiplying by ln 10 > 0 gives both bounds. Equality at the top means Σᵢ gᵢ(Eᵢ − Emax) = 0; a vanishing sum of nonpositive terms vanishes term by term, and gᵢ ≠ 0 leaves Eᵢ = Emax. The converse is immediate.

## Monotonicity from pairs of channels

Let V ≤ W and write rᵢ = 1/Eᵢ. Since G > 0, the claim S(W) ≤ S(V) is equivalent to D ≥ 0, where

D = I(V)G(W) − I(W)G(V) = Σᵢ Σⱼ fᵢⱼ,

fᵢⱼ = aᵢaⱼ rⱼ Bᵢⱼ,  Bᵢⱼ = exp(V rᵢ + W rⱼ) − exp(W rᵢ + V rⱼ).

Exchanging i and j reverses the sign of Bᵢⱼ, so fⱼᵢ = −aᵢaⱼ rᵢ Bᵢⱼ and

2D = Σᵢ Σⱼ (fᵢⱼ + fⱼᵢ) = Σᵢ Σⱼ aᵢaⱼ (rⱼ − rᵢ) Bᵢⱼ.

The two exponents in Bᵢⱼ differ by (W − V)(rⱼ − rᵢ). Hence Bᵢⱼ ≥ 0 when rⱼ ≥ rᵢ and Bᵢⱼ ≤ 0 when rⱼ ≤ rᵢ, and each term is nonnegative.

## The dominant channel at either end

Fix a channel m and divide I and G by exp(V/Eₘ):

S = ln 10 · [Σᵢ aᵢ exp(V/Eᵢ − V/Eₘ)] / [Σᵢ (aᵢ/Eᵢ) exp(V/Eᵢ − V/Eₘ)].

Suppose that in the limit considered V/Eᵢ − V/Eₘ → −∞ whenever Eᵢ ≠ Eₘ. Those factors tend to 0, while the factors with Eᵢ = Eₘ are identically 1. The numerator bracket tends to A, the sum of aᵢ over the channels with Eᵢ = Eₘ, and the denominator tends to A/Eₘ. Channel m itself contributes, so A > 0 and S → ln 10 · Eₘ. The exponent is V(rᵢ − rₘ). If Eₘ = Emax, then rᵢ − rₘ > 0 for every Eᵢ ≠ Eₘ and the supposition holds as V → −∞. If Eₘ = Emin, then rᵢ − rₘ < 0 and it holds as V → +∞.

## The Lean file

```lean
import Mathlib

open Real Filter Topology

namespace BandTailSwing

noncomputable section

/-- A family of exponential current channels (thermal or band-tail), each with a positive
prefactor `a i` and a positive characteristic voltage `E i`. -/
structure Channels (ι : Type*) where
  a : ι → ℝ
  E : ι → ℝ
  a_pos : ∀ i, 0 < a i
  E_pos : ∀ i, 0 < E i

/-- The swing `ln 10 * I / I'` of a current-voltage characteristic `I` at voltage `V`. -/
def swing (I : ℝ → ℝ) (V : ℝ) : ℝ := log 10 * I V / deriv I V

namespace Channels

variable {ι : Type*} [Fintype ι] (c : Channels ι)

/-- The total current `I(V) = ∑ a_i exp(V / E_i)`. -/
def current (V : ℝ) : ℝ := ∑ i, c.a i * exp (V / c.E i)

/-- The conductance `G(V) = ∑ (a_i / E_i) exp(V / E_i)`. -/
def conductance (V : ℝ) : ℝ := ∑ i, c.a i / c.E i * exp (V / c.E i)

/-- The voltage derivative of the current is the conductance. -/
theorem hasDerivAt_current (V : ℝ) : HasDerivAt c.current (c.conductance V) V := by
  have h : ∀ i, HasDerivAt (fun v => c.a i * exp (v / c.E i))
      (c.a i / c.E i * exp (V / c.E i)) V := fun i =>
    ((((hasDerivAt_id' V).div_const (c.E i)).exp).const_mul (c.a i)).congr_deriv (by ring)
  change HasDerivAt (fun v => ∑ i, c.a i * exp (v / c.E i))
    (∑ i, c.a i / c.E i * exp (V / c.E i)) V
  exact HasDerivAt.fun_sum fun i _ => h i

/-- The swing of the total current is `ln 10 * I / G`. -/
theorem swing_eq (V : ℝ) : swing c.current V = log 10 * c.current V / c.conductance V := by
  rw [swing, (c.hasDerivAt_current V).deriv]

/-- For any voltage scale `e`, `I - e G` is the sum of the channel conductances weighted
by `E_i - e`. -/
theorem current_sub_mul_conductance (e V : ℝ) :
    c.current V - e * c.conductance V = ∑ i, c.a i / c.E i * exp (V / c.E i) * (c.E i - e) := by
  simp only [current, conductance, Finset.mul_sum, ← Finset.sum_sub_distrib]
  refine Finset.sum_congr rfl fun i _ => ?_
  have hE := (c.E_pos i).ne'
  have h : c.a i / c.E i * c.E i = c.a i := by field_simp
  linear_combination (-exp (V / c.E i)) * h

variable [Nonempty ι]

/-- The smallest characteristic voltage. -/
def Emin : ℝ := Finset.univ.inf' Finset.univ_nonempty c.E

/-- The largest characteristic voltage. -/
def Emax : ℝ := Finset.univ.sup' Finset.univ_nonempty c.E

/-- Current and conductance are strictly positive at every voltage. -/
theorem current_conductance_pos (V : ℝ) : 0 < c.current V ∧ 0 < c.conductance V :=
  ⟨Finset.sum_pos (fun i _ => mul_pos (c.a_pos i) (exp_pos _)) Finset.univ_nonempty,
   Finset.sum_pos (fun i _ => mul_pos (div_pos (c.a_pos i) (c.E_pos i)) (exp_pos _))
    Finset.univ_nonempty⟩

/-- The slope of `log₁₀ I` against voltage is the reciprocal of the swing. -/
theorem hasDerivAt_log10_current (V : ℝ) :
    HasDerivAt (fun v => logb 10 (c.current v)) (swing c.current V)⁻¹ V := by
  have h := ((c.hasDerivAt_current V).log (c.current_conductance_pos V).1.ne').div_const (log 10)
  refine HasDerivAt.congr_deriv h ?_
  rw [swing_eq, inv_div, div_div, mul_comm (log 10)]

/-- At every voltage the swing lies between `ln 10 * min E_i` and `ln 10 * max E_i`. -/
theorem swing_bounds (V : ℝ) :
    log 10 * c.Emin ≤ swing c.current V ∧ swing c.current V ≤ log 10 * c.Emax := by
  have hL : 0 < log (10 : ℝ) := log_pos (by norm_num)
  have hG := (c.current_conductance_pos V).2
  have hg : ∀ i, 0 ≤ c.a i / c.E i * exp (V / c.E i) := fun i =>
    (mul_pos (div_pos (c.a_pos i) (c.E_pos i)) (exp_pos _)).le
  have h1 : 0 ≤ c.current V - c.Emin * c.conductance V := by
    rw [current_sub_mul_conductance]
    exact Finset.sum_nonneg fun i _ =>
      mul_nonneg (hg i) (sub_nonneg.2 (Finset.inf'_le c.E (Finset.mem_univ i)))
  have h2 : c.current V - c.Emax * c.conductance V ≤ 0 := by
    rw [current_sub_mul_conductance]
    exact Finset.sum_nonpos fun i _ =>
      mul_nonpos_of_nonneg_of_nonpos (hg i)
        (sub_nonpos.2 (Finset.le_sup' c.E (Finset.mem_univ i)))
  rw [swing_eq, le_div_iff₀ hG, div_le_iff₀ hG]
  constructor
  · nlinarith [mul_nonneg hL.le h1]
  · nlinarith [mul_nonneg hL.le (neg_nonneg.2 h2)]

/-- The swing equals `ln 10 * max E_i` at a given voltage exactly when every `E_i` equals
the maximum. -/
theorem swing_eq_max_iff (V : ℝ) :
    swing c.current V = log 10 * c.Emax ↔ ∀ i, c.E i = c.Emax := by
  have hL : 0 < log (10 : ℝ) := log_pos (by norm_num)
  have hG := (c.current_conductance_pos V).2
  have hg : ∀ i, 0 < c.a i / c.E i * exp (V / c.E i) := fun i =>
    mul_pos (div_pos (c.a_pos i) (c.E_pos i)) (exp_pos _)
  rw [swing_eq, div_eq_iff hG.ne', mul_assoc, mul_right_inj' hL.ne', ← sub_eq_zero,
    current_sub_mul_conductance]
  constructor
  · intro h i
    -- a vanishing sum of nonpositive terms vanishes termwise
    have hle : ∀ j ∈ Finset.univ, c.a j / c.E j * exp (V / c.E j) * (c.E j - c.Emax) ≤ 0 :=
      fun j _ => mul_nonpos_of_nonneg_of_nonpos (hg j).le
        (sub_nonpos.2 (Finset.le_sup' c.E (Finset.mem_univ j)))
    have hi := (Finset.sum_eq_zero_iff_of_nonpos hle).1 h i (Finset.mem_univ i)
    exact sub_eq_zero.1 ((mul_eq_zero.1 hi).resolve_left (hg i).ne')
  · intro h
    exact Finset.sum_eq_zero fun i _ => mul_eq_zero_of_right _ (sub_eq_zero.2 (h i))

/-- The swing is a nonincreasing function of voltage. -/
theorem swing_antitone : Antitone (swing c.current) := by
  intro V W hVW
  have hL : 0 < log (10 : ℝ) := log_pos (by norm_num)
  -- inequality for one pair of channels with rates x and y
  have pair : ∀ x y : ℝ,
      0 ≤ (y - x) * (exp (V * x) * exp (W * y) - exp (W * x) * exp (V * y)) := by
    intro x y
    rw [← exp_add, ← exp_add]
    rcases le_total x y with h | h
    · exact mul_nonneg (sub_nonneg.2 h) (sub_nonneg.2 (exp_le_exp.2
        (by nlinarith [mul_nonneg (sub_nonneg.2 h) (sub_nonneg.2 hVW)])))
    · exact mul_nonneg_of_nonpos_of_nonpos (sub_nonpos.2 h) (sub_nonpos.2 (exp_le_exp.2
        (by nlinarith [mul_nonneg (sub_nonneg.2 h) (sub_nonneg.2 hVW)])))
  obtain ⟨f, hf⟩ : ∃ f : ι → ι → ℝ, ∀ i j, f i j =
      c.a i * exp (V / c.E i) * (c.a j / c.E j * exp (W / c.E j)) -
        c.a i * exp (W / c.E i) * (c.a j / c.E j * exp (V / c.E j)) := ⟨_, fun _ _ => rfl⟩
  have hsum : c.current V * c.conductance W - c.current W * c.conductance V =
      ∑ i, ∑ j, f i j := by
    simp only [hf, current, conductance, Finset.sum_mul_sum, Finset.sum_sub_distrib]
  -- symmetrise the double sum
  have hsym : 0 ≤ ∑ i, ∑ j, (f i j + f j i) := by
    refine Finset.sum_nonneg fun i _ => Finset.sum_nonneg fun j _ => ?_
    have h := mul_nonneg (mul_pos (c.a_pos i) (c.a_pos j)).le (pair (c.E i)⁻¹ (c.E j)⁻¹)
    simp only [hf, div_eq_mul_inv]
    linarith
  have hswap : ∑ i, ∑ j, f j i = ∑ i, ∑ j, f i j := Finset.sum_comm
  simp only [Finset.sum_add_distrib] at hsym
  have key : 0 ≤ c.current V * c.conductance W - c.current W * c.conductance V := by linarith
  rw [swing_eq, swing_eq,
    div_le_div_iff₀ (c.current_conductance_pos W).2 (c.current_conductance_pos V).2]
  nlinarith [mul_nonneg hL.le key]

/-- If in some limit `V / E_i - V / E_m → -∞` for every channel with `E_i ≠ E_m`, then the
swing tends to `ln 10 * E_m` in that limit. -/
theorem swing_tendsto_dominant {l : Filter ℝ} (m : ι)
    (h : ∀ i, c.E i ≠ c.E m → Tendsto (fun V => V / c.E i - V / c.E m) l atBot) :
    Tendsto (swing c.current) l (𝓝 (log 10 * c.E m)) := by
  classical
  obtain ⟨w, hw1, hw0⟩ : ∃ w : ι → ℝ,
      (∀ i, c.E i = c.E m → w i = 1) ∧ (∀ i, c.E i ≠ c.E m → w i = 0) :=
    ⟨fun i => if c.E i = c.E m then 1 else 0, fun i hi => if_pos hi, fun i hi => if_neg hi⟩
  -- relative exponential factors tend to 1 or 0
  have hw : ∀ i, Tendsto (fun V => exp (V / c.E i - V / c.E m)) l (𝓝 (w i)) := by
    intro i
    by_cases hi : c.E i = c.E m
    · rw [hw1 i hi, hi]
      simp only [sub_self, exp_zero]
      exact tendsto_const_nhds
    · rw [hw0 i hi]
      exact Real.tendsto_exp_atBot.comp (h i hi)
  have hS : ∀ b : ι → ℝ, Tendsto (fun V => ∑ i, b i * exp (V / c.E i - V / c.E m)) l
      (𝓝 (∑ i, b i * w i)) := by
    intro b
    exact tendsto_finsetSum _ fun i _ => (hw i).const_mul _
  have hA : 0 < ∑ i, c.a i * w i := by
    refine Finset.sum_pos' (fun i _ => ?_) ⟨m, Finset.mem_univ m, ?_⟩
    · by_cases hi : c.E i = c.E m
      · rw [hw1 i hi, mul_one]; exact (c.a_pos i).le
      · rw [hw0 i hi, mul_zero]
    · rw [hw1 m rfl, mul_one]; exact c.a_pos m
  have hD : ∑ i, c.a i / c.E i * w i = (∑ i, c.a i * w i) / c.E m := by
    rw [Finset.sum_div]
    refine Finset.sum_congr rfl fun i _ => ?_
    by_cases hi : c.E i = c.E m
    · rw [hi]; ring
    · rw [hw0 i hi]; ring
  have hDlim := hS fun i => c.a i / c.E i
  have hlim : Tendsto (fun V => log 10 * (∑ i, c.a i * exp (V / c.E i - V / c.E m)) /
      ∑ i, c.a i / c.E i * exp (V / c.E i - V / c.E m)) l
      (𝓝 (log 10 * (∑ i, c.a i * w i) / ∑ i, c.a i / c.E i * w i)) :=
    ((hS c.a).const_mul _).div hDlim (hD.trans_ne (div_pos hA (c.E_pos m)).ne')
  have hval : log 10 * (∑ i, c.a i * w i) / ∑ i, c.a i / c.E i * w i = log 10 * c.E m := by
    have h1 := hA.ne'
    have h2 := (c.E_pos m).ne'
    rw [hD]
    generalize ∑ i, c.a i * w i = A at h1 ⊢
    field_simp
  rw [hval] at hlim
  refine hlim.congr fun V => ?_
  -- the common factor exp (V / E_m) cancels
  have hN : ∑ i, c.a i * exp (V / c.E i - V / c.E m) = c.current V / exp (V / c.E m) := by
    rw [current, Finset.sum_div]
    exact Finset.sum_congr rfl fun i _ => by rw [exp_sub, mul_div_assoc]
  have hM : ∑ i, c.a i / c.E i * exp (V / c.E i - V / c.E m) =
      c.conductance V / exp (V / c.E m) := by
    rw [conductance, Finset.sum_div]
    exact Finset.sum_congr rfl fun i _ => by rw [exp_sub, mul_div_assoc]
  have h1 := (c.current_conductance_pos V).2.ne'
  have h2 := (exp_pos (V / c.E m)).ne'
  rw [hN, hM, swing_eq]
  generalize exp (V / c.E m) = x at h2 ⊢
  field_simp

/-- The swing tends to `ln 10 * max E_i` as `V → -∞` and to `ln 10 * min E_i` as `V → +∞`. -/
theorem swing_limits :
    Tendsto (swing c.current) atBot (𝓝 (log 10 * c.Emax)) ∧
      Tendsto (swing c.current) atTop (𝓝 (log 10 * c.Emin)) := by
  constructor
  · obtain ⟨m, -, hm⟩ := Finset.exists_mem_eq_sup' Finset.univ_nonempty c.E
    rw [Emax, hm]
    refine c.swing_tendsto_dominant m fun i hi => ?_
    have hle : c.E i ≤ c.E m := (Finset.le_sup' c.E (Finset.mem_univ i)).trans hm.le
    have hp := sub_pos.2 (one_div_lt_one_div_of_lt (c.E_pos i) (lt_of_le_of_ne hle hi))
    have key : (fun V : ℝ => V / c.E i - V / c.E m) = fun V => V * (1 / c.E i - 1 / c.E m) := by
      funext V; ring
    rw [key]
    exact Tendsto.atBot_mul_const hp tendsto_id
  · obtain ⟨m, -, hm⟩ := Finset.exists_mem_eq_inf' Finset.univ_nonempty c.E
    rw [Emin, hm]
    refine c.swing_tendsto_dominant m fun i hi => ?_
    have hle : c.E m ≤ c.E i := hm.ge.trans (Finset.inf'_le c.E (Finset.mem_univ i))
    have hp := sub_pos.2 (one_div_lt_one_div_of_lt (c.E_pos m) (lt_of_le_of_ne hle hi.symm))
    have key : (fun V : ℝ => V / c.E i - V / c.E m) = fun V => -V * (1 / c.E m - 1 / c.E i) := by
      funext V; ring
    rw [key]
    exact Tendsto.atBot_mul_const hp tendsto_neg_atTop_atBot

end Channels

end

end BandTailSwing
```

```lean
#print axioms BandTailSwing.Channels.swing_bounds
-- 'BandTailSwing.Channels.swing_bounds' depends on axioms: [propext, Classical.choice, Quot.sound]
#print axioms BandTailSwing.Channels.swing_eq_max_iff
-- 'BandTailSwing.Channels.swing_eq_max_iff' depends on axioms: [propext, Classical.choice, Quot.sound]
#print axioms BandTailSwing.Channels.swing_antitone
-- 'BandTailSwing.Channels.swing_antitone' depends on axioms: [propext, Classical.choice, Quot.sound]
#print axioms BandTailSwing.Channels.swing_limits
-- 'BandTailSwing.Channels.swing_limits' depends on axioms: [propext, Classical.choice, Quot.sound]
```

## How the tactics follow the algebra

`hasDerivAt_current` builds the derivative of one term by the chain rule and adds the terms with `HasDerivAt.fun_sum`; `swing_eq` then replaces `deriv` by G, so that later results work with ln 10 · I/G. `hasDerivAt_log10_current` differentiates ln I, which uses I ≠ 0 from `current_conductance_pos`, and divides by ln 10.

`current_sub_mul_conductance` is the identity for I − eG, checked term by term from (aᵢ/Eᵢ)Eᵢ = aᵢ. In `swing_bounds`, `h1` and `h2` are its two signed instances; `le_div_iff₀` and `div_le_iff₀` clear G, and `nlinarith` is handed the products with ln 10. `swing_eq_max_iff` rewrites the equality into the vanishing of the same sum and applies `Finset.sum_eq_zero_iff_of_nonpos`.

In `swing_antitone`, `pair` is the inequality (rⱼ − rᵢ)Bᵢⱼ ≥ 0 for arbitrary real rates x and y, split by `le_total x y`. `hsum` expands D as the double sum of `f i j`, `hsym` shows that the symmetrised sum is nonnegative, `hswap` identifies it with 2D, and `key` is D ≥ 0.

`swing_tendsto_dominant` takes the limit along an arbitrary filter `l`, so one lemma serves both ends. The weights `w i` are 1 or 0, and `hw` shows that they are the limits of the relative exponentials. `hS` passes to finite sums with any coefficients, `hA` and `hD` give A > 0 and the value A/Eₘ, `hlim` and `hval` take the quotient, and `hN`, `hM` write the two sums as I and G divided by exp(V/Eₘ), which the last `field_simp` cancels. Its hypothesis `h` doesn't survive into `swing_limits`: there m is chosen to attain the maximum or minimum, `key` factors the exponent as ±V times the positive constant of `hp`, and `Tendsto.atBot_mul_const` sends it to −∞.

## Rates in place of voltage scales

The same model can be written with rates, I(V) = Σᵢ aᵢ exp(rᵢV). For rᵢ > 0 this is a change of variables, with Emax = 1/min rᵢ and Emin = 1/max rᵢ, and `pair` already works in that form. It also admits an extension that the file does not treat, so the following rests on the formula alone: a channel with r = 0, a constant leakage current. With at least one positive rate beside it, I tends to the leakage as V → −∞ while I′ tends to 0 from above, so S grows without bound and the upper bound is lost. A finite positive Eᵢ for every channel excludes this case.
